# A bound on the PAW zero-potential energy for one augmentation sphere on a finite grid

The partial-wave expansion of a smooth orbital enters here as an arbitrary complex function, not as a sum built from projectors and partial waves. The bound therefore holds for any expansion, but says nothing about how fast one converges.

The grid X is finite, and B ⊆ X holds the points of one augmentation sphere. Band n has occupation f_n, smooth orbital u_n and expansion w_n. The zero potential of PAW is a real local potential v that acts only inside the sphere; the name does not mean v = 0. Its energy and the norm used here are

E = ∑_n f_n ∑_x v(x) (|u_n(x)|² − |w_n(x)|²)

‖a‖ = √(∑_n f_n ∑_{x∈B} |a_n(x)|²)

In Lean these are `zeroPotentialEnergy` and `sphereNorm`; `ι` indexes the bands. Grid sums carry no volume element; a uniform one would multiply both sides of the bound equally.

```lean
import Mathlib

open Finset

namespace PAWZeroPotential

noncomputable section

variable {ι X : Type*} [Fintype ι] [Fintype X]

/-- The zero-potential energy: the local potential `v` weighted with the difference between the
densities of the smooth orbitals `u` and of their partial-wave expansions `w`, with
occupations `f`. -/
def zeroPotentialEnergy (f : ι → ℝ) (v : X → ℝ) (u w : ι → X → ℂ) : ℝ :=
  ∑ n, f n * ∑ x, v x * (‖u n x‖ ^ 2 - ‖w n x‖ ^ 2)

/-- The occupation-weighted l2 norm of a set of orbitals over the augmentation sphere `B`. -/
def sphereNorm (B : Finset X) (f : ι → ℝ) (u : ι → X → ℂ) : ℝ :=
  √(∑ n, f n * ∑ x ∈ B, ‖u n x‖ ^ 2)

/-- The density at a grid point of orbitals `u` with occupations `f`. -/
def density (f : ι → ℝ) (u : ι → X → ℂ) (x : X) : ℝ :=
  ∑ n, f n * ‖u n x‖ ^ 2
```

One estimate needs no hypothesis. For complex a and b, factorisation and the reverse triangle inequality give

| |a|² − |b|² | = | |a| − |b| | (|a| + |b|) ≤ |a − b| (|a| + |b|)

The lemma follows these two steps. Replacing the right side by |a − b|² would be wrong: for a = 1 and b = 1 − ε, with small ε > 0, the left side is 2ε − ε², which is first order in the error.

```lean
/-- At one grid point, the difference of two orbital densities is bounded in magnitude by the
modulus of the difference of the amplitudes times the sum of their moduli. -/
theorem abs_normSq_sub_le (a b : ℂ) :
    |‖a‖ ^ 2 - ‖b‖ ^ 2| ≤ ‖a - b‖ * (‖a‖ + ‖b‖) := by
  have h : ‖a‖ ^ 2 - ‖b‖ ^ 2 = (‖a‖ - ‖b‖) * (‖a‖ + ‖b‖) := by ring
  have hp : 0 ≤ ‖a‖ + ‖b‖ := by positivity
  rw [h, abs_mul, abs_of_nonneg hp]
  exact mul_le_mul_of_nonneg_right (abs_norm_sub_norm_le a b) hp
```

## The potential vanishes outside the sphere

The hypothesis `hv` says that v acts only in the augmentation region. By hand, it removes every term with x ∉ B from E; in Lean, `Finset.sum_subset` does the same. Without it, u and w could agree on B and differ elsewhere, giving a nonzero energy while ‖u − w‖ = 0.

```lean
/-- For a potential that vanishes outside the sphere `B`, only grid points in `B` contribute to
the zero-potential energy. -/
theorem energy_eq_sum_sphere (B : Finset X) (f : ι → ℝ) (v : X → ℝ) (u w : ι → X → ℂ)
    (hv : ∀ x, x ∉ B → v x = 0) :
    zeroPotentialEnergy f v u w =
      ∑ n, f n * ∑ x ∈ B, v x * (‖u n x‖ ^ 2 - ‖w n x‖ ^ 2) := by
  unfold zeroPotentialEnergy
  refine Finset.sum_congr rfl fun n _ => ?_
  congr 1
  symm
  exact Finset.sum_subset (Finset.subset_univ B) fun x _ hx => by rw [hv x hx, zero_mul]
```

## Occupations are nonnegative

The hypothesis `hf` is the physical condition f_n ≥ 0. It lets √f_n be absorbed into each orbital, so that the ordinary Cauchy–Schwarz inequality over all pairs (n, x) gives

∑_n f_n ∑_{x∈B} |a_n(x)| |b_n(x)| ≤ ‖a‖ ‖b‖

The proof applies Mathlib's inequality to the product set of bands and sphere points, then uses √f_n √f_n = f_n to restore the weights. With a single band and f = −1, Lean's square root of a negative number makes every norm zero, while E need not vanish, so the energy bound of the next section fails.

```lean
omit [Fintype X] in
/-- For nonnegative occupations, the Cauchy-Schwarz inequality for the occupation-weighted overlap
of orbital moduli over the sphere. -/
theorem sphere_cauchy_schwarz (B : Finset X) (f : ι → ℝ) (hf : ∀ n, 0 ≤ f n)
    (a b : ι → X → ℂ) :
    ∑ n, f n * ∑ x ∈ B, ‖a n x‖ * ‖b n x‖ ≤ sphereNorm B f a * sphereNorm B f b := by
  -- absorb the square root of the occupation into each orbital
  have key := Real.sum_mul_le_sqrt_mul_sqrt ((Finset.univ : Finset ι) ×ˢ B)
    (fun p => √(f p.1) * ‖a p.1 p.2‖) (fun p => √(f p.1) * ‖b p.1 p.2‖)
  have e : ∀ g h : ι → X → ℝ,
      ∑ p ∈ (Finset.univ : Finset ι) ×ˢ B,
        √(f p.1) * g p.1 p.2 * (√(f p.1) * h p.1 p.2) =
      ∑ n, f n * ∑ x ∈ B, g n x * h n x := by
    intro g h
    rw [Finset.sum_product]
    refine Finset.sum_congr rfl fun n _ => ?_
    rw [Finset.mul_sum]
    refine Finset.sum_congr rfl fun x _ => ?_
    show √(f n) * g n x * (√(f n) * h n x) = f n * (g n x * h n x)
    linear_combination (g n x * h n x) * Real.mul_self_sqrt (hf n)
  have k1 := e (fun n x => ‖a n x‖) (fun n x => ‖b n x‖)
  have k2 := e (fun n x => ‖a n x‖) (fun n x => ‖a n x‖)
  have k3 := e (fun n x => ‖b n x‖) (fun n x => ‖b n x‖)
  simp only [sq] at key
  simp only [sphereNorm, sq]
  rw [k1, k2, k3] at key
  exact key
```

## The potential is bounded by M on the sphere

The constant M in `hM` is the largest strength allowed for |v| on B. Together with the pointwise estimate and f_n ≥ 0, it gives

|E| ≤ M ∑_n f_n ∑_{x∈B} |u_n(x) − w_n(x)| (|u_n(x)| + |w_n(x)|)

Splitting the last bracket and applying Cauchy–Schwarz to each part yields

|E| ≤ M ‖u − w‖ (‖u‖ + ‖w‖)

The `calc` block has these same steps. Without `hM`, scaling up v would raise any nonzero |E| and leave the right side unchanged.

If B is empty, `hM` permits a negative M, but both sides are zero; the proof treats this case first. Otherwise a point of B forces M ≥ 0.

```lean
/-- For nonnegative occupations and a potential localized in the sphere `B` and bounded in magnitude
there by `M`, the zero-potential energy is at most `M ‖u - w‖ (‖u‖ + ‖w‖)` in magnitude, with norms
taken over `B`. -/
theorem abs_zeroPotentialEnergy_le (B : Finset X) (f : ι → ℝ) (hf : ∀ n, 0 ≤ f n)
    (v : X → ℝ) (M : ℝ) (hv : ∀ x, x ∉ B → v x = 0) (hM : ∀ x ∈ B, |v x| ≤ M)
    (u w : ι → X → ℂ) :
    |zeroPotentialEnergy f v u w| ≤
      M * sphereNorm B f (u - w) * (sphereNorm B f u + sphereNorm B f w) := by
  rw [energy_eq_sum_sphere B f v u w hv]
  rcases B.eq_empty_or_nonempty with rfl | ⟨y, hy⟩
  · simp [sphereNorm]
  have hM0 : 0 ≤ M := (abs_nonneg _).trans (hM y hy)
  calc |∑ n, f n * ∑ x ∈ B, v x * (‖u n x‖ ^ 2 - ‖w n x‖ ^ 2)|
      ≤ ∑ n, f n * ∑ x ∈ B, M * (‖(u - w) n x‖ * (‖u n x‖ + ‖w n x‖)) := by
        -- pointwise estimate under both sums
        refine (Finset.abs_sum_le_sum_abs _ _).trans (Finset.sum_le_sum fun n _ => ?_)
        rw [abs_mul, abs_of_nonneg (hf n)]
        refine mul_le_mul_of_nonneg_left ?_ (hf n)
        refine (Finset.abs_sum_le_sum_abs _ _).trans (Finset.sum_le_sum fun x hx => ?_)
        rw [abs_mul]
        exact mul_le_mul (hM x hx) (abs_normSq_sub_le _ _) (abs_nonneg _) hM0
    _ = M * (∑ n, f n * ∑ x ∈ B, ‖(u - w) n x‖ * ‖u n x‖ +
          ∑ n, f n * ∑ x ∈ B, ‖(u - w) n x‖ * ‖w n x‖) := by
        simp only [mul_add, Finset.sum_add_distrib, Finset.mul_sum]
        congr 1 <;>
          exact Finset.sum_congr rfl fun n _ => Finset.sum_congr rfl fun x _ => by ring
    _ ≤ M * (sphereNorm B f (u - w) * sphereNorm B f u +
          sphereNorm B f (u - w) * sphereNorm B f w) :=
        mul_le_mul_of_nonneg_left (add_le_add (sphere_cauchy_schwarz B f hf _ _)
          (sphere_cauchy_schwarz B f hf _ _)) hM0
    _ = _ := by ring
```

Taking one band with f = 1 gives the bound in plain l2 norms.

```lean
/-- For a potential localized in the sphere `B` and bounded in magnitude there by `M`, the bound on
the zero-potential energy of a single orbital `u` with expansion `w`, in plain l2 norms over the
sphere. -/
theorem abs_energy_single_orbital_le (B : Finset X) (v : X → ℝ) (M : ℝ)
    (hv : ∀ x, x ∉ B → v x = 0) (hM : ∀ x ∈ B, |v x| ≤ M) (u w : X → ℂ) :
    |∑ x, v x * (‖u x‖ ^ 2 - ‖w x‖ ^ 2)| ≤
      M * √(∑ x ∈ B, ‖u x - w x‖ ^ 2) *
        (√(∑ x ∈ B, ‖u x‖ ^ 2) + √(∑ x ∈ B, ‖w x‖ ^ 2)) := by
  simpa [zeroPotentialEnergy, sphereNorm] using
    abs_zeroPotentialEnergy_le B (fun _ : Unit => (1 : ℝ)) (fun _ => zero_le_one) v M hv hM
      (fun _ => u) (fun _ => w)
```

In this finite-grid model the zero-potential energy comes entirely from incompleteness of the partial-wave expansion on the sphere, and the bound limits its size.

## The expansion equals the orbital on the sphere

The hypothesis `h` expresses completeness of the expansion for these orbitals on B. Each term of E then cancels, so E = 0. The proof uses this cancellation directly and needs neither `hf` nor M. Without `h`, the energy can be nonzero, as the next case shows.

```lean
/-- For a potential that is zero outside the sphere `B`, the zero-potential energy vanishes when the
partial-wave expansions equal the smooth orbitals on the sphere. -/
theorem energy_eq_zero_of_complete (B : Finset X) (f : ι → ℝ) (v : X → ℝ)
    (hv : ∀ x, x ∉ B → v x = 0) (u w : ι → X → ℂ) (h : ∀ n, ∀ x ∈ B, w n x = u n x) :
    zeroPotentialEnergy f v u w = 0 := by
  rw [energy_eq_sum_sphere B f v u w hv]
  refine Finset.sum_eq_zero fun n _ => ?_
  rw [Finset.sum_eq_zero fun x hx => by rw [h n x hx, sub_self, mul_zero], mul_zero]
```

## The potential is constant and the expansion is a scaled orbital

Let v = M on B and w = c u with 0 ≤ c ≤ 1: the expansion recovers a fraction c of each amplitude. Then

‖u − w‖ = (1 − c) ‖u‖, ‖w‖ = c ‖u‖

E = M (1 − c²) ‖u‖² = M ‖u − w‖ (‖u‖ + ‖w‖)

For M ≥ 0 this attains the bound. The scaling lemma supplies both norms, and `hf` ensures that ‖u‖² equals the weighted sum. For c > 1, with M and ‖u‖ positive, E is negative and the signed equality fails. In PAW itself the projectors are dual to the smooth partial waves, so expanding w again returns w. For u nonzero on B this leaves only c = 0, where every projection of u vanishes, and c = 1; intermediate values test the inequality for arbitrary functions w.

```lean
omit [Fintype X] in
/-- Scaling all orbitals by a nonnegative real factor scales their norm over the sphere by the
same factor. -/
theorem sphereNorm_scale (B : Finset X) (f : ι → ℝ) (u : ι → X → ℂ) (c : ℝ) (hc : 0 ≤ c) :
    sphereNorm B f (fun n x => (c : ℂ) * u n x) = c * sphereNorm B f u := by
  have h : ∑ n, f n * ∑ x ∈ B, ‖(c : ℂ) * u n x‖ ^ 2 =
      c ^ 2 * ∑ n, f n * ∑ x ∈ B, ‖u n x‖ ^ 2 := by
    simp only [Finset.mul_sum]
    refine Finset.sum_congr rfl fun n _ => Finset.sum_congr rfl fun x _ => ?_
    rw [norm_mul, Complex.norm_real, Real.norm_eq_abs, mul_pow, sq_abs]
    ring
  unfold sphereNorm
  rw [h, Real.sqrt_mul (sq_nonneg c), Real.sqrt_sq hc]

/-- For nonnegative occupations, a potential equal to `M` on the sphere and zero outside it, and
expansions that recover a fraction `c` of each orbital amplitude, the energy equals `M ‖u - w‖ (‖u‖
+ ‖w‖)`. -/
theorem energy_bound_attained (B : Finset X) (f : ι → ℝ) (hf : ∀ n, 0 ≤ f n)
    (v : X → ℝ) (M : ℝ) (hv : ∀ x, x ∉ B → v x = 0) (hB : ∀ x ∈ B, v x = M)
    (u : ι → X → ℂ) (c : ℝ) (hc : 0 ≤ c) (hc1 : c ≤ 1) :
    zeroPotentialEnergy f v u (fun n x => (c : ℂ) * u n x) =
      M * sphereNorm B f (u - fun n x => (c : ℂ) * u n x) *
        (sphereNorm B f u + sphereNorm B f (fun n x => (c : ℂ) * u n x)) := by
  have hd : (u - fun n x => (c : ℂ) * u n x) = fun n x => ((1 - c : ℝ) : ℂ) * u n x := by
    funext n x
    simp only [Pi.sub_apply]
    push_cast
    ring
  have hs : sphereNorm B f u * sphereNorm B f u = ∑ n, f n * ∑ x ∈ B, ‖u n x‖ ^ 2 :=
    Real.mul_self_sqrt (Finset.sum_nonneg fun n _ =>
      mul_nonneg (hf n) (Finset.sum_nonneg fun x _ => sq_nonneg _))
  have he : ∑ n, f n * ∑ x ∈ B, v x * (‖u n x‖ ^ 2 - ‖(c : ℂ) * u n x‖ ^ 2) =
      M * (1 - c ^ 2) * ∑ n, f n * ∑ x ∈ B, ‖u n x‖ ^ 2 := by
    simp only [Finset.mul_sum]
    refine Finset.sum_congr rfl fun n _ => Finset.sum_congr rfl fun x hx => ?_
    rw [hB x hx, norm_mul, Complex.norm_real, Real.norm_eq_abs, mul_pow, sq_abs]
    ring
  rw [hd, sphereNorm_scale B f u (1 - c) (by linarith), sphereNorm_scale B f u c hc,
    energy_eq_sum_sphere B f v u _ hv, he]
  linear_combination (-(M * (1 - c ^ 2))) * hs
```

## The densities agree on the sphere

Write ρ_u(x) = ∑_n f_n |u_n(x)|², and likewise ρ_w. Exchanging the sums gives

E = ∑_x v(x) (ρ_u(x) − ρ_w(x))

If the densities agree on B, E vanishes for every potential localised there. Conversely, a potential equal to 1 at a single point of B and 0 elsewhere reads off the density difference at that point; the proof uses this probe. Equality of the orbitals is thus sufficient but not necessary: an expansion with w = u at some points of B and w = −u at the others gives the same density.

```lean
/-- The zero-potential energy is the potential summed against the difference of the two total
densities. -/
theorem energy_eq_density (f : ι → ℝ) (v : X → ℝ) (u w : ι → X → ℂ) :
    zeroPotentialEnergy f v u w = ∑ x, v x * (density f u x - density f w x) := by
  unfold zeroPotentialEnergy density
  simp only [Finset.mul_sum]
  rw [Finset.sum_comm]
  refine Finset.sum_congr rfl fun x _ => ?_
  rw [← Finset.sum_sub_distrib, Finset.mul_sum]
  exact Finset.sum_congr rfl fun n _ => by ring

/-- The zero-potential energy vanishes for every potential localized in the sphere exactly when
the smooth density and the density of the expansions agree on the sphere. -/
theorem energy_zero_forall_iff (B : Finset X) (f : ι → ℝ) (u w : ι → X → ℂ) :
    (∀ v : X → ℝ, (∀ x, x ∉ B → v x = 0) → zeroPotentialEnergy f v u w = 0) ↔
      ∀ x ∈ B, density f u x = density f w x := by
  classical
  constructor
  · intro h x hx
    -- probe the density difference with a potential on one grid point
    have h1 := h (fun y => if y = x then 1 else 0) fun y hy =>
      if_neg fun hyx => hy (by rw [hyx]; exact hx)
    rw [energy_eq_density] at h1
    simp only [ite_mul, one_mul, zero_mul, Finset.sum_ite_eq', Finset.mem_univ, if_true] at h1
    linarith
  · intro h v hv
    rw [energy_eq_density]
    refine Finset.sum_eq_zero fun x _ => ?_
    by_cases hx : x ∈ B
    · rw [h x hx, sub_self, mul_zero]
    · rw [hv x hx, zero_mul]

end

end PAWZeroPotential
```

```lean
#print axioms PAWZeroPotential.abs_zeroPotentialEnergy_le
#print axioms PAWZeroPotential.abs_energy_single_orbital_le
#print axioms PAWZeroPotential.energy_bound_attained
#print axioms PAWZeroPotential.energy_zero_forall_iff
```

```
'PAWZeroPotential.abs_zeroPotentialEnergy_le' depends on axioms: [propext, Classical.choice, Quot.sound]
'PAWZeroPotential.abs_energy_single_orbital_le' depends on axioms: [propext, Classical.choice, Quot.sound]
'PAWZeroPotential.energy_bound_attained' depends on axioms: [propext, Classical.choice, Quot.sound]
'PAWZeroPotential.energy_zero_forall_iff' depends on axioms: [propext, Classical.choice, Quot.sound]
```
